# Positive dielectric eigenvalues and strict free-energy minima in linear-response SCF

The dielectric matrix of an SCF calculation is in general not symmetric, even when the matrices that build it are, so its eigenvalues are taken here over the complex numbers, with complex eigenvectors. The statement that they are all positive then includes the statement that they are all real. The SCF map is replaced by its linear response about a self-consistent reference state. Densities and potentials are measured from their values in that state, so the density is a vector in $\mathbb R^n$ whose components may have either sign.

## From eigenvalues to curvature and back

Let $\chi_0$ be the independent-particle response matrix, real, symmetric and negative definite. Let $K$ be the interaction kernel, which turns a density change into an induced potential; it is real and symmetric but need not be definite. Define

$$\varepsilon = 1-\chi_0K,\qquad H=K-\chi_0^{-1},\qquad P=-\chi_0^{-1}.$$

The claim is that every complex eigenvalue of $\varepsilon$ is a positive real number if and only if $x\cdot Hx>0$ for all real $x\neq0$.

**Factorisation.** If $\chi_0x=0$, then $x\cdot(-\chi_0)x=0$, so $x=0$; hence $\chi_0$ is invertible. The matrix $P$ is symmetric. For $x\ne0$ put $u=\chi_0^{-1}x\neq0$; then $x\cdot Px=-u\cdot\chi_0u>0$, so $P$ is positive definite. Multiplying out gives $(-\chi_0)H=1-\chi_0K=\varepsilon$, and therefore $P\varepsilon=H$.

**Positive curvature gives positive eigenvalues.** Let $\varepsilon u=zu$ with $u=x+iy\neq0$ and $z=a+ib$. The real and imaginary parts, multiplied by $P$, are

$$Hx=aPx-bPy,\qquad Hy=aPy+bPx.$$

Put $N=x\cdot Px+y\cdot Py$, which is positive because $x$ and $y$ are not both zero. Since $x\cdot Py=y\cdot Px$, the cross terms cancel in

$$x\cdot Hx+y\cdot Hy=aN.$$

The left side is positive, so $a>0$. The symmetry $x\cdot Hy=y\cdot Hx$ reads

$$a\,x\cdot Py+b\,x\cdot Px=a\,y\cdot Px-b\,y\cdot Py,$$

which is $bN=0$, so $b=0$.

**Positive eigenvalues give positive curvature.** If there is a nonzero $x$ to test, then $n\ge1$, and the quotient $x\cdot Hx/x\cdot Px$ attains a minimum $\mu$ on the unit sphere, at some $v$. The quotient does not change when $x$ is rescaled, so $x\cdot Hx\ge\mu\,x\cdot Px$ for every $x$. Thus $M=H-\mu P$ has a nonnegative quadratic form, and $v\cdot Mv=0$.

This forces $Mv=0$. Set $w=Mv$, $s=w\cdot w$ and $r=w\cdot Mw\ge0$. The form of $M$ on the vector $(r+1)v-sw$ is

$$-2(r+1)s^2+rs^2=-(r+2)s^2\ge0,$$

so $s=0$ and $w=0$. Hence $Hv=\mu Pv$, and $\varepsilon v=-\chi_0Hv=\mu v$. The number $\mu$ is an eigenvalue of $\varepsilon$, so by assumption $\mu>0$, and $x\cdot Hx\ge\mu\,x\cdot Px>0$ for $x\ne0$.

**The fixed point.** Let $v_{\rm ext}$ be the external potential. The SCF map and free energy are

$$F(\rho)=\chi_0(v_{\rm ext}+K\rho),\qquad E(\rho)=v_{\rm ext}\cdot\rho+\tfrac12\rho\cdot H\rho.$$

If $F(\rho)=\rho$, a displacement $d$ leaves the residual $(\rho+d)-F(\rho+d)=d-\chi_0Kd=\varepsilon d$. Applying $\chi_0^{-1}$ to the fixed-point equation gives $\chi_0^{-1}\rho=v_{\rm ext}+K\rho$, that is, $H\rho=-v_{\rm ext}$. Consequently

$$E(\rho+d)-E(\rho)=v_{\rm ext}\cdot d+d\cdot H\rho+\tfrac12d\cdot Hd=\tfrac12d\cdot Hd.$$

The fixed point is the strict minimum exactly when $H$ is positive definite.

In this finite linear model, the sign of the dielectric eigenvalues decides whether simple density mixing, $\rho\mapsto\rho+\alpha(F(\rho)-\rho)$ with a constant $\alpha>0$, can converge to a given fixed point from every starting density. Each step multiplies the error by $1-\alpha\varepsilon$. When all eigenvalues are positive reals, the powers of this matrix tend to zero for small $\alpha$. The eigenvalues are real in any case, since the argument for $b=0$ used only the symmetry of $H$ and the properties of $P$; an eigenvalue $\lambda\le0$ gives a factor $1-\alpha\lambda\ge1$, so an error along its eigenvector does not decay.

## The model in Lean

The finite type `ι` labels the density components, for instance grid points or basis functions.

```lean
import Mathlib

open Matrix

namespace DielectricStability

noncomputable section

variable {ι : Type*} [Fintype ι]
```

`PosForm A` is strict positivity of the real quadratic form. It does not include symmetry, which is assumed separately where it is needed.

```lean
/-- The quadratic form of a real matrix is strictly positive on nonzero vectors. -/
def PosForm (A : Matrix ι ι ℝ) : Prop := ∀ x : ι → ℝ, x ≠ 0 → 0 < x ⬝ᵥ A *ᵥ x
```

`IsEigenvalue A z` regards the real matrix `A` as complex and asks for a nonzero complex eigenvector.

```lean
/-- The complex number `z` is an eigenvalue of the real matrix `A`, with a complex eigenvector. -/
def IsEigenvalue (A : Matrix ι ι ℝ) (z : ℂ) : Prop :=
  ∃ u : ι → ℂ, u ≠ 0 ∧ A.map (fun r : ℝ => (r : ℂ)) *ᵥ u = z • u
```

The argument `v` of the SCF map is the external potential $v_{\rm ext}$.

```lean
/-- The linear-response SCF map: the density response to the external potential `v` plus the
induced potential `K ρ`. -/
def scfMap (chi0 K : Matrix ι ι ℝ) (v ρ : ι → ℝ) : ι → ℝ := chi0 *ᵥ (v + K *ᵥ ρ)
```

The convention $1-\chi_0K$ is the one that acts on densities. For symmetric $\chi_0$ and $K$, the potential version $1-K\chi_0$ is its transpose and has the same eigenvalues.

```lean
variable [DecidableEq ι]

/-- The dielectric matrix `1 - chi0 K`. -/
def dielectric (chi0 K : Matrix ι ι ℝ) : Matrix ι ι ℝ := 1 - chi0 * K
```

In the Hessian, $-\chi_0^{-1}$ is the curvature of the independent-particle part and $K$ that of the interaction.

```lean
/-- The matrix `K - chi0⁻¹`. When it is symmetric, it is the Hessian of the quadratic free energy
with respect to the density. -/
def hessian (chi0 K : Matrix ι ι ℝ) : Matrix ι ι ℝ := K - chi0⁻¹

/-- The quadratic free energy of a density `ρ` in the external potential `v`. -/
def freeEnergy (chi0 K : Matrix ι ι ℝ) (v ρ : ι → ℝ) : ℝ :=
  v ⬝ᵥ ρ + (1 / 2) * (ρ ⬝ᵥ hessian chi0 K *ᵥ ρ)
```

Negative definiteness of $\chi_0$ enters as `PosForm (-chi0)`. Physically, every nonzero change of potential produces a density response that opposes it. At fixed particle number a constant potential produces no response, so the hypothesis then requires coordinates from which that direction has been removed. This condition and the symmetry of $\chi_0$ and $K$ are assumed, not derived from an electronic Hamiltonian.

## The softest mode

The first lemma is the exchange $x\cdot Ay=y\cdot Ax$.

```lean
omit [DecidableEq ι] in
/-- The bilinear form of a symmetric matrix is symmetric. -/
lemma form_comm {A : Matrix ι ι ℝ} (hA : A.IsSymm) (x y : ι → ℝ) :
    x ⬝ᵥ A *ᵥ y = y ⬝ᵥ A *ᵥ x := by
  rw [Matrix.dotProduct_mulVec, ← Matrix.mulVec_transpose, hA.eq, dotProduct_comm]
```

The second shows that, for a symmetric $M$ with a nonnegative quadratic form, zero curvature along $v$ implies $Mv=0$. The vector given to `hpos` is $(r+1)v-sw$, and `nlinarith` extracts $s^2\le0$ from the resulting inequality.

```lean
omit [DecidableEq ι] in
/-- A vector of zero curvature of a nonnegative symmetric form is a null vector of its matrix. -/
lemma null_of_form_zero {M : Matrix ι ι ℝ} (hM : M.IsSymm)
    (hpos : ∀ x : ι → ℝ, 0 ≤ x ⬝ᵥ M *ᵥ x) (v : ι → ℝ) (hv : v ⬝ᵥ M *ᵥ v = 0) :
    M *ᵥ v = 0 := by
  have hc := form_comm hM v (M *ᵥ v)
  obtain ⟨w, hw⟩ : ∃ w, M *ᵥ v = w := ⟨_, rfl⟩
  rw [hw] at hv hc ⊢
  have hr := hpos w
  -- test the form on a vector tilted from `v` towards `-M v`
  have h := hpos ((w ⬝ᵥ M *ᵥ w + 1) • v - (w ⬝ᵥ w) • w)
  simp only [Matrix.mulVec_sub, Matrix.mulVec_smul, sub_dotProduct, dotProduct_sub,
    smul_dotProduct, dotProduct_smul, smul_eq_mul, hw, hv, hc] at h
  have h2 : (w ⬝ᵥ w) ^ 2 ≤ 0 := by
    nlinarith [mul_nonneg (sq_nonneg (w ⬝ᵥ w)) hr]
  have h3 : w ⬝ᵥ w = 0 := pow_eq_zero_iff (two_ne_zero) |>.1 (le_antisymm h2 (sq_nonneg _))
  exact dotProduct_self_eq_zero.1 h3
```

The existence of the softest mode follows by compactness. The sphere is that of the maximum norm, which Lean uses on `ι → ℝ`; any norm would serve, since the quotient is scale-invariant. The step `hle` carries the lower bound from the sphere to all vectors by rescaling, and `null_of_form_zero` is then applied to $H-\mu P$.

```lean
omit [DecidableEq ι] in
/-- Softest mode: for symmetric `H` and symmetric positive definite `P`, some nonzero `v` solves
`H v = μ P v` with `μ` a lower bound of the curvature of `H` relative to `P`. -/
theorem exists_softest_mode [Nonempty ι] {H P : Matrix ι ι ℝ} (hH : H.IsSymm) (hP : P.IsSymm)
    (hpos : PosForm P) :
    ∃ (μ : ℝ) (v : ι → ℝ), v ≠ 0 ∧ H *ᵥ v = μ • (P *ᵥ v) ∧
      ∀ x : ι → ℝ, μ * (x ⬝ᵥ P *ᵥ x) ≤ x ⬝ᵥ H *ᵥ x := by
  have hcont : ∀ A : Matrix ι ι ℝ, Continuous (fun x : ι → ℝ => x ⬝ᵥ A *ᵥ x) := by
    intro A
    simp only [dotProduct, Matrix.mulVec]
    fun_prop
  have hne : ∀ x ∈ Metric.sphere (0 : ι → ℝ) 1, x ≠ 0 := by
    intro x hx h0
    rw [mem_sphere_zero_iff_norm, h0, norm_zero] at hx
    exact zero_ne_one hx
  have hS : (Metric.sphere (0 : ι → ℝ) 1).Nonempty :=
    ⟨fun _ => (1 : ℝ), by rw [mem_sphere_zero_iff_norm, pi_norm_const, norm_one]⟩
  -- the Rayleigh quotient attains its minimum on the compact unit sphere
  obtain ⟨v, hvS, hmin⟩ := (isCompact_sphere (0 : ι → ℝ) 1).exists_isMinOn hS
    ((hcont H).continuousOn.div (hcont P).continuousOn
      (fun x hx => (hpos x (hne x hx)).ne'))
  have hv := hne v hvS
  obtain ⟨μ, hμ⟩ : ∃ μ : ℝ, μ = (v ⬝ᵥ H *ᵥ v) / (v ⬝ᵥ P *ᵥ v) := ⟨_, rfl⟩
  have hle : ∀ x : ι → ℝ, μ * (x ⬝ᵥ P *ᵥ x) ≤ x ⬝ᵥ H *ᵥ x := by
    intro x
    by_cases hx : x = 0
    · simp [hx]
    have hc : 0 < ‖x‖⁻¹ := inv_pos.2 (norm_pos_iff.2 hx)
    have hy : ‖x‖⁻¹ • x ∈ Metric.sphere (0 : ι → ℝ) 1 := by
      rw [mem_sphere_zero_iff_norm, norm_smul, norm_inv, norm_norm,
        inv_mul_cancel₀ (norm_ne_zero_iff.2 hx)]
    have h1 : μ ≤ ((‖x‖⁻¹ • x) ⬝ᵥ H *ᵥ (‖x‖⁻¹ • x)) / ((‖x‖⁻¹ • x) ⬝ᵥ P *ᵥ (‖x‖⁻¹ • x)) := by
      rw [hμ]
      exact isMinOn_iff.1 hmin _ hy
    rw [le_div_iff₀ (hpos _ (hne _ hy))] at h1
    simp only [Matrix.mulVec_smul, smul_dotProduct, dotProduct_smul, smul_eq_mul] at h1
    refine le_of_mul_le_mul_left ?_ (mul_pos hc hc)
    linarith
  have hform : ∀ x : ι → ℝ, (H - μ • P) *ᵥ x = H *ᵥ x - μ • (P *ᵥ x) := by
    intro x
    rw [Matrix.sub_mulVec, Matrix.smul_mulVec]
  -- at the minimum, `H - μ P` is nonnegative with zero curvature along `v`
  have h0 := null_of_form_zero (hH.sub (hP.smul μ))
    (fun x => by
      rw [hform, dotProduct_sub, dotProduct_smul, smul_eq_mul]
      linarith [hle x]) v
    (by
      rw [hform, dotProduct_sub, dotProduct_smul, smul_eq_mul, hμ,
        div_mul_cancel₀ _ (hpos v hv).ne', sub_self])
  rw [hform] at h0
  exact ⟨μ, v, hv, sub_eq_zero.1 h0, hle⟩
```

## The dielectric matrix and the Hessian

The next three results are the factorisation step: $\chi_0$ is invertible, $P$ is positive definite, and $\varepsilon=(-\chi_0)H$.

```lean
/-- A negative definite response matrix is invertible. -/
lemma isUnit_det {chi0 : Matrix ι ι ℝ} (hn : PosForm (-chi0)) : IsUnit chi0.det := by
  refine isUnit_iff_ne_zero.2 fun h => ?_
  obtain ⟨v, hv, h0⟩ := Matrix.exists_mulVec_eq_zero_iff.2 h
  have := hn v hv
  simp [Matrix.neg_mulVec, h0] at this

/-- If `-chi0` is positive definite, so is `-chi0⁻¹`. -/
lemma posForm_neg_inv {chi0 : Matrix ι ι ℝ} (hn : PosForm (-chi0)) : PosForm (-chi0⁻¹) := by
  intro x hx
  obtain ⟨u, hu⟩ : ∃ u, chi0⁻¹ *ᵥ x = u := ⟨_, rfl⟩
  have hxu : chi0 *ᵥ u = x := by
    rw [← hu, Matrix.mulVec_mulVec, Matrix.mul_nonsing_inv _ (isUnit_det hn), Matrix.one_mulVec]
  have hu0 : u ≠ 0 := fun h => hx (by rw [← hxu, h, Matrix.mulVec_zero])
  have h := hn u hu0
  rw [Matrix.neg_mulVec, dotProduct_neg, hxu] at h
  rw [Matrix.neg_mulVec, dotProduct_neg, hu, dotProduct_comm]
  exact h

/-- The dielectric matrix is the product of `-chi0` and the free-energy Hessian. -/
theorem dielectric_eq_mul_hessian {chi0 : Matrix ι ι ℝ} (hn : PosForm (-chi0))
    (K : Matrix ι ι ℝ) : dielectric chi0 K = (-chi0) * hessian chi0 K := by
  rw [dielectric, hessian, mul_sub, neg_mul, neg_mul, Matrix.mul_nonsing_inv _ (isUnit_det hn)]
  abel
```

The equivalence requires `0 < z.re ∧ z.im = 0` of every eigenvalue `z`. In the first direction, `he` is the equation $\varepsilon v=\mu v$, which is then read as a complex eigenvalue equation so that the hypothesis applies. In the second, `ex` and `ey` are the real and imaginary parts, `fx` and `fy` are the same equations after multiplication by $P$, and `hN` is $N>0$. The last two goals are $a>0$ and $b=0$, obtained from $aN>0$ and $bN=0$.

```lean
/-- For symmetric negative definite `chi0` and symmetric `K`, all complex eigenvalues of the
dielectric matrix are positive reals iff the free-energy Hessian is positive definite. -/
theorem dielectric_eigenvalues_pos_iff {chi0 K : Matrix ι ι ℝ} (hs : chi0.IsSymm)
    (hn : PosForm (-chi0)) (hK : K.IsSymm) :
    (∀ z : ℂ, IsEigenvalue (dielectric chi0 K) z → 0 < z.re ∧ z.im = 0) ↔
      PosForm (hessian chi0 K) := by
  have hu := isUnit_det hn
  have hI : (chi0⁻¹).IsSymm := by
    rw [Matrix.IsSymm, Matrix.transpose_nonsing_inv, hs.eq]
  have hP : (-chi0⁻¹).IsSymm := hI.neg
  have hH : (hessian chi0 K).IsSymm := hK.sub hI
  have hpos := posForm_neg_inv hn
  constructor
  · intro h x hx
    obtain ⟨i, _⟩ := Function.ne_iff.1 hx
    have : Nonempty ι := ⟨i⟩
    obtain ⟨μ, v, hv, hev, hle⟩ := exists_softest_mode hH hP hpos
    -- the softest mode is an eigenvector of the dielectric matrix
    have he : dielectric chi0 K *ᵥ v = μ • v := by
      rw [dielectric_eq_mul_hessian hn, ← Matrix.mulVec_mulVec, hev, Matrix.mulVec_smul,
        Matrix.mulVec_mulVec, neg_mul_neg, Matrix.mul_nonsing_inv _ hu, Matrix.one_mulVec]
    have hμ := (h (μ : ℂ) ⟨fun j => (v j : ℂ), fun h0 => hv (by
        ext j
        exact Complex.ofReal_eq_zero.1 (congrFun h0 j)), by
      ext j
      have hj := congrArg (fun r : ℝ => (r : ℂ)) (congrFun he j)
      simpa [Matrix.mulVec, dotProduct] using hj⟩).1
    rw [Complex.ofReal_re] at hμ
    exact lt_of_lt_of_le (mul_pos hμ (hpos x hx)) (hle x)
  · rintro h z ⟨u, hu0, he⟩
    obtain ⟨x, hx⟩ : ∃ x : ι → ℝ, x = fun j => (u j).re := ⟨_, rfl⟩
    obtain ⟨y, hy⟩ : ∃ y : ι → ℝ, y = fun j => (u j).im := ⟨_, rfl⟩
    -- real and imaginary parts of the eigenvalue equation
    have ex : dielectric chi0 K *ᵥ x = z.re • x - z.im • y := by
      ext j
      have hj := congrArg Complex.re (congrFun he j)
      simpa [Matrix.mulVec, dotProduct, hx, hy] using hj
    have ey : dielectric chi0 K *ᵥ y = z.re • y + z.im • x := by
      ext j
      have hj := congrArg Complex.im (congrFun he j)
      simpa [Matrix.mulVec, dotProduct, hx, hy] using hj
    have hf : hessian chi0 K = (-chi0⁻¹) * dielectric chi0 K := by
      rw [dielectric_eq_mul_hessian hn, ← mul_assoc, neg_mul_neg,
        Matrix.nonsing_inv_mul _ hu, one_mul]
    have fx : hessian chi0 K *ᵥ x = z.re • (-chi0⁻¹ *ᵥ x) - z.im • (-chi0⁻¹ *ᵥ y) := by
      rw [hf, ← Matrix.mulVec_mulVec, ex, Matrix.mulVec_sub, Matrix.mulVec_smul,
        Matrix.mulVec_smul]
    have fy : hessian chi0 K *ᵥ y = z.re • (-chi0⁻¹ *ᵥ y) + z.im • (-chi0⁻¹ *ᵥ x) := by
      rw [hf, ← Matrix.mulVec_mulVec, ey, Matrix.mulVec_add, Matrix.mulVec_smul,
        Matrix.mulVec_smul]
    have hxy : x ≠ 0 ∨ y ≠ 0 := by
      by_contra hcon
      push Not at hcon
      apply hu0
      ext j
      apply Complex.ext
      · simpa [hx] using congrFun hcon.1 j
      · simpa [hy] using congrFun hcon.2 j
    have hsum : ∀ A : Matrix ι ι ℝ, PosForm A → 0 < x ⬝ᵥ A *ᵥ x + y ⬝ᵥ A *ᵥ y := by
      intro A hA
      have hnn : ∀ w : ι → ℝ, 0 ≤ w ⬝ᵥ A *ᵥ w := by
        intro w
        by_cases hw : w = 0
        · simp [hw]
        · exact (hA w hw).le
      rcases hxy with h1 | h1
      · linarith [hA x h1, hnn y]
      · linarith [hA y h1, hnn x]
    have hN := hsum _ hpos
    have hE := hsum _ h
    have hPc := form_comm hP x y
    have hHc := form_comm hH x y
    rw [fx, fy] at hE hHc
    simp only [dotProduct_sub, dotProduct_add, dotProduct_smul, smul_eq_mul] at hE hHc
    rw [hPc] at hE hHc
    constructor
    · refine pos_of_mul_pos_left (b := x ⬝ᵥ -chi0⁻¹ *ᵥ x + y ⬝ᵥ -chi0⁻¹ *ᵥ y) ?_ hN.le
      linarith
    · have h0 : z.im * (x ⬝ᵥ -chi0⁻¹ *ᵥ x + y ⬝ᵥ -chi0⁻¹ *ᵥ y) = 0 := by linarith
      exact (mul_eq_zero.1 h0).resolve_right hN.ne'
```

## The fixed point as a minimum

The residual identity holds for any matrices $\chi_0$ and $K$, without symmetry or definiteness, because the map is affine.

```lean
/-- Displacing the density by `d` from an SCF fixed point gives the residual `(1 - chi0 K) d`. -/
theorem scf_residual {chi0 K : Matrix ι ι ℝ} {v ρ : ι → ℝ} (h : scfMap chi0 K v ρ = ρ)
    (d : ι → ℝ) : (ρ + d) - scfMap chi0 K v (ρ + d) = dielectric chi0 K *ᵥ d := by
  have h1 : scfMap chi0 K v (ρ + d) = scfMap chi0 K v ρ + (chi0 * K) *ᵥ d := by
    simp only [scfMap, Matrix.mulVec_add, ← Matrix.mulVec_mulVec]
    abel
  rw [h1, h, dielectric, Matrix.sub_mulVec, Matrix.one_mulVec]
  abel
```

In the energy expansion, `h1` is the fixed-point equation after applying $\chi_0^{-1}$, and `hst` is the stationarity condition $H\rho=-v_{\rm ext}$. The terms linear in $d$ then cancel.

```lean
/-- At an SCF fixed point, a density change `d` changes the free energy by half the Hessian
form of `d`. -/
theorem freeEnergy_expansion {chi0 K : Matrix ι ι ℝ} (hs : chi0.IsSymm)
    (hn : PosForm (-chi0)) (hK : K.IsSymm) {v ρ : ι → ℝ} (h : scfMap chi0 K v ρ = ρ)
    (d : ι → ℝ) : freeEnergy chi0 K v (ρ + d) =
      freeEnergy chi0 K v ρ + (1 / 2) * (d ⬝ᵥ hessian chi0 K *ᵥ d) := by
  have hI : (chi0⁻¹).IsSymm := by
    rw [Matrix.IsSymm, Matrix.transpose_nonsing_inv, hs.eq]
  have hH : (hessian chi0 K).IsSymm := hK.sub hI
  -- self-consistency is stationarity of the free energy
  have h1 : chi0⁻¹ *ᵥ ρ = v + K *ᵥ ρ := by
    have h2 := congrArg (fun w => chi0⁻¹ *ᵥ w) h
    simp only [scfMap] at h2
    rw [Matrix.mulVec_mulVec, Matrix.nonsing_inv_mul _ (isUnit_det hn),
      Matrix.one_mulVec] at h2
    exact h2.symm
  have hst : hessian chi0 K *ᵥ ρ = -v := by
    rw [hessian, Matrix.sub_mulVec, h1]
    abel
  have h3 : d ⬝ᵥ hessian chi0 K *ᵥ ρ = -(v ⬝ᵥ d) := by
    rw [hst, dotProduct_neg, dotProduct_comm]
  have h4 := form_comm hH ρ d
  simp only [freeEnergy, Matrix.mulVec_add, add_dotProduct, dotProduct_add]
  linarith
```

The final theorem takes a fixed point `ρ` as given and does not claim that one exists. It says that all dielectric eigenvalues are positive reals if and only if every other density `σ` has a higher free energy. The proof replaces the eigenvalue condition by `PosForm (hessian chi0 K)` and uses the expansion with $d=\sigma-\rho$ in one direction and $\sigma=\rho+d$ in the other.

```lean
/-- All complex dielectric eigenvalues at an SCF fixed point are positive reals iff the fixed
point is the strict global minimum of the quadratic free energy. -/
theorem eigenvalues_pos_iff_strict_minimum {chi0 K : Matrix ι ι ℝ} (hs : chi0.IsSymm)
    (hn : PosForm (-chi0)) (hK : K.IsSymm) {v ρ : ι → ℝ} (h : scfMap chi0 K v ρ = ρ) :
    (∀ z : ℂ, IsEigenvalue (dielectric chi0 K) z → 0 < z.re ∧ z.im = 0) ↔
      ∀ σ : ι → ℝ, σ ≠ ρ → freeEnergy chi0 K v ρ < freeEnergy chi0 K v σ := by
  rw [dielectric_eigenvalues_pos_iff hs hn hK]
  constructor
  · intro hp σ hσ
    have h1 := freeEnergy_expansion hs hn hK h (σ - ρ)
    rw [add_sub_cancel] at h1
    linarith [hp (σ - ρ) (sub_ne_zero.2 hσ)]
  · intro hm d hd
    have h1 := freeEnergy_expansion hs hn hK h d
    have h2 := hm (ρ + d) (fun h0 => hd (add_eq_left.1 h0))
    linarith

end

end DielectricStability
```

The minimum is global because the free energy is quadratic. For a nonlinear SCF map, $\chi_0$ and $K$ would be evaluated at the fixed point, and the curvature criterion would concern a local, nondegenerate minimum; that extension is not treated by these theorems.

```lean
#print axioms DielectricStability.scf_residual
-- 'DielectricStability.scf_residual' depends on axioms: [propext, Classical.choice, Quot.sound]
#print axioms DielectricStability.eigenvalues_pos_iff_strict_minimum
-- 'DielectricStability.eigenvalues_pos_iff_strict_minimum' depends on axioms: [propext, Classical.choice, Quot.sound]
```
